# The closed-shell fourth-order triples energy is never positive when every occupied level lies below every virtual level

Suppose a program for the closed-shell fourth-order triples energy returns a positive value. The working formula multiplies two different combinations of one array, so its terms can have either sign. Without a bound on the total, a positive value could be a bug or a property of the molecule. For real arrays and diagonal orbital-energy denominators, with every occupied level below every virtual level, the bound below excludes the second reading.

## A real array, otherwise arbitrary

Let $i,j,k$ label occupied and $a,b,c$ virtual spatial orbitals, with energies $\varepsilon$. At fourth order, $W_{ijk}(a,b,c)$ contracts first-order doubles amplitudes with two-electron integrals, before division by the denominator. For fixed $i,j,k$, define

$$F=\sum_{abc}\frac{(4W(a,b,c)+W(b,c,a)+W(c,a,b))\,(W(a,b,c)-W(c,b,a))}{D(a,b,c)},$$

$$D(a,b,c)=\varepsilon_a+\varepsilon_b+\varepsilon_c-\varepsilon_i-\varepsilon_j-\varepsilon_k .$$

The energy is $E=-\tfrac13\sum_{ijk}F_{ijk}$.

In Lean 4 with Mathlib:

```lean
import Mathlib

open Finset

namespace ClosedShellTriples

noncomputable section

variable {ι o v : Type*} [Fintype ι] [Fintype o] [Fintype v]

/-- The closed-shell triples expression for an array `W` and denominators `D`,
summed over three orbital indices. -/
def triplesForm (W D : ι → ι → ι → ℝ) : ℝ :=
  ∑ a, ∑ b, ∑ c,
    (4 * W a b c + W b c a + W c a b) * (W a b c - W c b a) / D a b c

/-- The part of `W` that changes sign when the outer two indices are exchanged
(without the factor one half). -/
def exch (W : ι → ι → ι → ℝ) (a b c : ι) : ℝ := W a b c - W c b a

/-- The orbital-energy denominator of a triple excitation from `i, j, k` to `a, b, c`. -/
def tripleGap (eo : o → ℝ) (ev : v → ℝ) (i j k : o) (a b c : v) : ℝ :=
  ev a + ev b + ev c - eo i - eo j - eo k

/-- The closed-shell triples energy for occupied levels `eo`, virtual levels `ev`
and a triples array `W`. -/
def triplesEnergy (eo : o → ℝ) (ev : v → ℝ) (W : o → o → o → v → v → v → ℝ) : ℝ :=
  -(1 / 3) * ∑ i, ∑ j, ∑ k, triplesForm (W i j k) (tripleGap eo ev i j k)
```

Here `o` and `v` are finite sets of occupied and virtual orbitals, `eo` and `ev` their energies, and `triplesForm` is $F$ for a general index set `ι`. Being real is all that is asked of $W$; it makes the squares below nonnegative. The array is not constructed from integrals, and the same $W$ must stand in both factors. In CCSD(T) the second factor also contains a singles contribution, so the bound does not apply to that full correction.

## Denominators that ignore the order of the virtuals

A sum of orbital energies does not depend on which virtual is named first. This symmetry lets one denominator be shared by all six orderings of $a,b,c$. Write

- $p_1=W(a,b,c)$, $p_2=W(b,c,a)$, $p_3=W(c,a,b)$;
- $q_1=W(c,b,a)$, $q_2=W(a,c,b)$, $q_3=W(b,a,c)$;
- $X_r=p_r-q_r$, $S=X_1+X_2+X_3$, $P=\sum_r p_r$, $Q=\sum_r q_r$.

The six numerators add up to

$$\sum_r(3p_r+P)X_r-\sum_r(3q_r+Q)X_r=3\sum_r X_r^2+S^2 .$$

Now set $X(a,b,c)=W(a,b,c)-W(c,b,a)$, which is `exch`. Reversing the indices changes the sign of both $X$ and $S$. Over the six orderings, $\tfrac12(3X^2+S^2/3)$ therefore also adds up to $3\sum_r X_r^2+S^2$. Relabelling leaves a full sum unchanged, so

$$F=\sum_{abc}\frac{3X(a,b,c)^2+\tfrac13\,(X(a,b,c)+X(b,c,a)+X(c,a,b))^2}{2D(a,b,c)} .$$

```lean
/-- A sum over all index triples is unchanged by a cyclic relabelling. -/
theorem sum_cyclic (f : ι → ι → ι → ℝ) :
    ∑ a, ∑ b, ∑ c, f b c a = ∑ a, ∑ b, ∑ c, f a b c :=
  calc ∑ a, ∑ b, ∑ c, f b c a = ∑ b, ∑ a, ∑ c, f b c a := Finset.sum_comm
    _ = ∑ b, ∑ c, ∑ a, f b c a := Finset.sum_congr rfl fun _ _ => Finset.sum_comm

/-- Two sums over index triples agree if their summands agree after adding up
all six permutations of the indices. -/
theorem sum_eq_of_orbit (f g : ι → ι → ι → ℝ)
    (h : ∀ a b c, f a b c + f b c a + f c a b + f c b a + f b a c + f a c b
      = g a b c + g b c a + g c a b + g c b a + g b a c + g a c b) :
    ∑ a, ∑ b, ∑ c, f a b c = ∑ a, ∑ b, ∑ c, g a b c := by
  -- each of the six relabelled sums equals the original one
  have key : ∀ u : ι → ι → ι → ℝ,
      ∑ a, ∑ b, ∑ c, (u a b c + u b c a + u c a b + u c b a + u b a c + u a c b)
        = 6 * ∑ a, ∑ b, ∑ c, u a b c := by
    intro u
    have h1 : ∑ a, ∑ b, ∑ c, u b c a = ∑ a, ∑ b, ∑ c, u a b c := sum_cyclic u
    have h2 : ∑ a, ∑ b, ∑ c, u c a b = ∑ a, ∑ b, ∑ c, u b c a :=
      sum_cyclic (fun x y z => u y z x)
    have h3 : ∑ a, ∑ b, ∑ c, u b a c = ∑ a, ∑ b, ∑ c, u a b c := Finset.sum_comm
    have h4 : ∑ a, ∑ b, ∑ c, u c b a = ∑ a, ∑ b, ∑ c, u b a c :=
      sum_cyclic (fun x y z => u y x z)
    have h5 : ∑ a, ∑ b, ∑ c, u a c b = ∑ a, ∑ b, ∑ c, u a b c :=
      Finset.sum_congr rfl fun _ _ => Finset.sum_comm
    simp only [Finset.sum_add_distrib]
    linarith
  have hfg : ∑ a, ∑ b, ∑ c, (f a b c + f b c a + f c a b + f c b a + f b a c + f a c b)
      = ∑ a, ∑ b, ∑ c, (g a b c + g b c a + g c a b + g c b a + g b a c + g a c b) :=
    Finset.sum_congr rfl fun a _ => Finset.sum_congr rfl fun b _ =>
      Finset.sum_congr rfl fun c _ => h a b c
  rw [key f, key g] at hfg
  linarith

/-- If a sum of nonnegative terms over index triples vanishes, every term vanishes. -/
theorem term_eq_zero {f : ι → ι → ι → ℝ} (hf : ∀ a b c, 0 ≤ f a b c)
    (h : ∑ a, ∑ b, ∑ c, f a b c = 0) (a b c : ι) : f a b c = 0 := by
  have h1 := (Finset.sum_eq_zero_iff_of_nonneg (fun a _ =>
    Finset.sum_nonneg fun b _ => Finset.sum_nonneg fun c _ => hf a b c)).1 h a (mem_univ a)
  have h2 := (Finset.sum_eq_zero_iff_of_nonneg (fun b _ =>
    Finset.sum_nonneg fun c _ => hf a b c)).1 h1 b (mem_univ b)
  exact (Finset.sum_eq_zero_iff_of_nonneg (fun c _ => hf a b c)).1 h2 c (mem_univ c)

/-- For permutation-symmetric denominators the triples expression is a weighted sum of squares of
the exchange differences of `W` and of their cyclic sums. -/
theorem triplesForm_eq_sum_sq (W D : ι → ι → ι → ℝ)
    (hcyc : ∀ a b c, D b c a = D a b c) (hrev : ∀ a b c, D c b a = D a b c) :
    triplesForm W D = ∑ a, ∑ b, ∑ c,
      (3 * exch W a b c ^ 2 + (exch W a b c + exch W b c a + exch W c a b) ^ 2 / 3)
        / (2 * D a b c) := by
  unfold triplesForm
  refine sum_eq_of_orbit _ _ fun a b c => ?_
  -- all six denominators coincide
  have d1 : D b c a = D a b c := hcyc a b c
  have d2 : D c a b = D a b c := (hcyc c a b).symm
  have d3 : D c b a = D a b c := hrev a b c
  have d4 : D b a c = D a b c := (hrev c a b).trans d2
  have d5 : D a c b = D a b c := (hrev b c a).trans d1
  simp only [exch, d1, d2, d3, d4, d5]
  ring
```

`sum_eq_of_orbit` is the relabelling argument: each side's six-term sum is six times the original. In `triplesForm_eq_sum_sq`, the hypotheses `hcyc` and `hrev` generate all permutations of $D$; once the denominators coincide, `ring` checks the six-term identity. `term_eq_zero` serves the equality case below.

## Positive denominators

With $D>0$, every term of the last sum is nonnegative, so $F\ge0$. If $F=0$, each term vanishes, hence $X=0$ everywhere; conversely, $X=0$ makes every original term zero.

```lean
/-- For positive, permutation-symmetric denominators the triples expression is
nonnegative for every real array `W`. -/
theorem triplesForm_nonneg (W D : ι → ι → ι → ℝ) (hD : ∀ a b c, 0 < D a b c)
    (hcyc : ∀ a b c, D b c a = D a b c) (hrev : ∀ a b c, D c b a = D a b c) :
    0 ≤ triplesForm W D := by
  rw [triplesForm_eq_sum_sq W D hcyc hrev]
  refine Finset.sum_nonneg fun a _ => Finset.sum_nonneg fun b _ =>
    Finset.sum_nonneg fun c _ => ?_
  have := hD a b c
  positivity

/-- For positive, permutation-symmetric denominators the triples expression vanishes exactly when
`W` is unchanged by exchange of its outer two indices. -/
theorem triplesForm_eq_zero_iff (W D : ι → ι → ι → ℝ) (hD : ∀ a b c, 0 < D a b c)
    (hcyc : ∀ a b c, D b c a = D a b c) (hrev : ∀ a b c, D c b a = D a b c) :
    triplesForm W D = 0 ↔ ∀ a b c, W a b c = W c b a := by
  constructor
  · intro h a b c
    rw [triplesForm_eq_sum_sq W D hcyc hrev] at h
    have hn : ∀ a b c, 0 ≤ (3 * exch W a b c ^ 2
        + (exch W a b c + exch W b c a + exch W c a b) ^ 2 / 3) / (2 * D a b c) := by
      intro a b c
      have := hD a b c
      positivity
    have h0 := term_eq_zero hn h a b c
    have hne : 2 * D a b c ≠ 0 := (mul_pos two_pos (hD a b c)).ne'
    have h1 := (div_eq_zero_iff.1 h0).resolve_right hne
    -- both squares vanish, in particular the first
    have h2 : exch W a b c ^ 2 = 0 := by
      linarith [sq_nonneg (exch W a b c),
        sq_nonneg (exch W a b c + exch W b c a + exch W c a b)]
    exact sub_eq_zero.1 (pow_eq_zero_iff two_ne_zero |>.1 h2)
  · intro h
    refine Finset.sum_eq_zero fun a _ => Finset.sum_eq_zero fun b _ =>
      Finset.sum_eq_zero fun c _ => ?_
    rw [sub_eq_zero.2 (h a b c), mul_zero, zero_div]
```

The hypothesis `hD` enters through `positivity`, and again when a zero quotient is turned into a zero numerator. Without it the sign can reverse: $D=-1$ throughout gives $F\le0$.

With one virtual orbital $F=0$, as it should be, since three electrons cannot occupy it. With two, labelled 0 and 1,

$$F=\frac{3(W(0,0,1)-W(1,0,0))^2}{D(0,0,1)}+\frac{3(W(0,1,1)-W(1,1,0))^2}{D(0,1,1)} .$$

## Occupied levels below virtual levels

The condition `hgap` says $\varepsilon_i<\varepsilon_a$ for every occupied–virtual pair. Adding three such inequalities gives $D>0$; the symmetry of $D$ is immediate from its formula.

```lean
/-- If every occupied level lies below every virtual level, the closed-shell
triples energy is never positive, and it is zero exactly when `W` is unchanged by
exchange of the outer two virtual indices. -/
theorem triplesEnergy_nonpos (eo : o → ℝ) (ev : v → ℝ)
    (W : o → o → o → v → v → v → ℝ) (hgap : ∀ i a, eo i < ev a) :
    triplesEnergy eo ev W ≤ 0 ∧
      (triplesEnergy eo ev W = 0 ↔ ∀ i j k a b c, W i j k a b c = W i j k c b a) := by
  have hD : ∀ i j k a b c, 0 < tripleGap eo ev i j k a b c := by
    intro i j k a b c
    unfold tripleGap
    linarith [hgap i a, hgap j b, hgap k c]
  have hcyc : ∀ i j k a b c, tripleGap eo ev i j k b c a = tripleGap eo ev i j k a b c := by
    intro i j k a b c
    unfold tripleGap
    ring
  have hrev : ∀ i j k a b c, tripleGap eo ev i j k c b a = tripleGap eo ev i j k a b c := by
    intro i j k a b c
    unfold tripleGap
    ring
  have hn : ∀ i j k, 0 ≤ triplesForm (W i j k) (tripleGap eo ev i j k) := fun i j k =>
    triplesForm_nonneg _ _ (hD i j k) (hcyc i j k) (hrev i j k)
  have hz := fun i j k =>
    triplesForm_eq_zero_iff (W i j k) _ (hD i j k) (hcyc i j k) (hrev i j k)
  unfold triplesEnergy
  refine ⟨?_, ?_, ?_⟩
  · have hs : 0 ≤ ∑ i, ∑ j, ∑ k, triplesForm (W i j k) (tripleGap eo ev i j k) :=
      Finset.sum_nonneg fun i _ => Finset.sum_nonneg fun j _ =>
        Finset.sum_nonneg fun k _ => hn i j k
    linarith
  · intro h i j k
    have hs : ∑ i, ∑ j, ∑ k, triplesForm (W i j k) (tripleGap eo ev i j k) = 0 := by
      linarith
    exact (hz i j k).1 (term_eq_zero hn hs i j k)
  · intro h
    have hs : ∑ i, ∑ j, ∑ k, triplesForm (W i j k) (tripleGap eo ev i j k) = 0 :=
      Finset.sum_eq_zero fun i _ => Finset.sum_eq_zero fun j _ =>
        Finset.sum_eq_zero fun k _ => (hz i j k).2 (h i j k)
    rw [hs, mul_zero]
```

The proof applies the preceding results to each $i,j,k$ and sums. The energy vanishes exactly when $W_{ijk}(a,b,c)=W_{ijk}(c,b,a)$ for all indices.

A program that loops over $i,j,k$ can test each block: under these hypotheses, a contribution $-\tfrac13F_{ijk}$ that is positive beyond rounding signals an error in the evaluation. A negative one does not show that $W$ is correct.

## A negative sum from unsymmetric denominators

Positivity of $D$ alone is not enough. Take $W(0,0,1)=1$, $W(1,0,0)=2$ and all other entries zero, with $D(1,0,0)=9$ and $D=1$ elsewhere. The two surviving terms give $F=-6+\tfrac99=-5$.

```lean
/-- An array on two orbitals with two nonzero entries. -/
def skewW : Fin 2 → Fin 2 → Fin 2 → ℝ :=
  ![![![0, 1], ![0, 0]], ![![2, 0], ![0, 0]]]

/-- Denominators on two orbitals that are not permutation symmetric. -/
def skewD : Fin 2 → Fin 2 → Fin 2 → ℝ :=
  ![![![1, 1], ![1, 1]], ![![9, 1], ![1, 1]]]

/-- With the positive but non-symmetric denominators `skewD`, the triples
expression of `skewW` is negative. -/
theorem triplesForm_neg_of_skew :
    (∀ a b c, 0 < skewD a b c) ∧ triplesForm skewW skewD < 0 := by
  constructor
  · norm_num [Fin.forall_fin_two, skewD]
  · norm_num [triplesForm, Fin.sum_univ_two, skewW, skewD]

end

end ClosedShellTriples
```

The proof expands the sums over two orbitals and evaluates them with `norm_num`. In a program, a misindexed denominator array could produce such a $D$.

```lean
#print axioms ClosedShellTriples.triplesEnergy_nonpos
#print axioms ClosedShellTriples.triplesForm_neg_of_skew
```

```
'ClosedShellTriples.triplesEnergy_nonpos' depends on axioms: [propext, Classical.choice, Quot.sound]
'ClosedShellTriples.triplesForm_neg_of_skew' depends on axioms: [propext, Classical.choice, Quot.sound]
```
